# Without relaxation, radiation damping from an angle strictly between 0 and π gives a sech-shaped transverse signal

In a concentrated sample inside a high-Q probe, the precessing magnetisation drives a current in the receiver coil, and the field of that current turns the magnetisation back towards the static field. On resonance, without relaxation and with a coil current that follows the transverse magnetisation without delay, the angle $a$ between magnetisation and static field obeys $a'=-k\sin a$ with a rate $k>0$. I know the claimed result: $\tan(a/2)$ decays as $e^{-kt}$, and for a magnetisation of unit length the transverse component is $1/\cosh(k(t-t_0))$, with its peak at $t_0$. The derivation I know divides by $\sin a$, which assumes that the angle never reaches $0$ or $\pi$. Can someone show me a complete argument, valid at all times, with a proof checked by Lean?

## The half-angle tangent decays exponentially

Separating variables gives $\frac{d}{dt}\ln\tan(a/2)=a'/\sin a=-k$, but only while $\sin a\neq0$. A version without division removes that worry.

Write $\theta=a(0)$, $s=\sin(a/2)$, $c=\cos(a/2)$, and $s_0$, $c_0$ for their values at $t=0$. Since $\sin a=2sc$, the equation of motion gives
$$s'=-k\,s\,c^2,\qquad c'=k\,s^2c.$$
Now define $F=s\,c_0-s_0e^{-kt}c$. Then
$$F'=-k\,s\,c^2c_0+k\,s_0e^{-kt}c\,(1-s^2)=-k\,c^2F,\qquad F(0)=0.$$

To see that $F$ vanishes, take a constant $\lambda$ and compute
$$\frac{d}{dt}\left(F^2e^{\lambda t}\right)=(\lambda-2kc^2)\,F^2e^{\lambda t}.$$
For $\lambda=-2|k|$ the right side is never positive, so $F^2e^{\lambda t}\le0$ for $t\ge0$. For $\lambda=2|k|$ it is never negative, which gives the same bound for $t\le0$. A square times a positive factor cannot be negative, so $F=0$ and
$$s\,c_0=s_0e^{-kt}c\quad\text{at all times.}$$

Let $0<\theta<\pi$, so that $s_0,c_0>0$. If $\sin a=0$ at some time, then $s=0$ or $c=0$. By the law just found, either one forces the other, against $s^2+c^2=1$. The continuous angle therefore never meets $0$ or $\pi$, and it stays between them. Now $c>0$, and division gives
$$\tan(a/2)=\tan(\theta/2)\,e^{-kt},\qquad a=2\arctan\!\left(\tan(\theta/2)\,e^{-kt}\right).$$

Conversely, put $u=\tan(\theta/2)e^{-kt}$, so that $u'=-ku$. The function $2\arctan u$ starts at $\theta$ and has derivative $2u'/(1+u^2)=-k\cdot2u/(1+u^2)=-k\sin(2\arctan u)$, so it solves the equation.

For $k>0$, define $t_0$ by $e^{kt_0}=\tan(\theta/2)$ and set $x=k(t-t_0)$. Then $u=e^{-x}$, and
$$\sin a=\frac{2u}{1+u^2}=\frac1{\cosh x},\qquad \cos a=\frac{1-u^2}{1+u^2}=\tanh x.$$
The sine equals 1 only at $x=0$, that is, at $t=t_0$. At $t=0$ the second formula reads $\cos\theta=-\tanh(kt_0)$, so $t_0>0$ exactly when $\theta>\pi/2$. For smaller angles the peak lies in the past of the extrapolated solution, and the signal only falls after $t=0$.

### What the Lean statements say

`IsRadiationDamped k a` says that the function `a : ℝ → ℝ` has derivative `-k * sin (a t)` at every real time, negative times included. The angle is an ordinary real number in radians, not reduced modulo $2\pi$. The hypothesis `a 0 ∈ Set.Ioo 0 π` excludes the two poles, and `peakTime k (a 0)` is $t_0=\ln(\tan(\theta/2))/k$.

The main theorem, `radiation_damping`, takes `0 < k` and gives four facts at each time: the interval, the tangent law, the sech profile and the tanh profile. `transverse_peak` adds the two statements about $t_0$. `damped_iff_explicit` says that, for $0<\theta<\pi$, the arctangent formula is the one and only solution with initial angle $\theta$; it holds for every real $k$, as does the half-angle law.

The magnetisation is normalised to unit length, with transverse component $m_x=\sin a$ and longitudinal component $m_z=\cos a$. `bloch_equations` confirms that these obey $m_x'=-k\,m_xm_z$ and $m_z'=k\,m_x^2$.

The rate $k$ is postulated. It stands for the coupling between sample and coil, and it grows with the magnetisation, the filling factor and the quality factor of the circuit. Keeping it constant means that the amplitude of the coil current follows that of the transverse magnetisation without delay. The model has a single angle: it leaves out $T_1$ and $T_2$ relaxation, frequency offset and field inhomogeneity.

```lean
import Mathlib

open Real

namespace RadiationDamping

/-- The angle `a` between magnetisation and static field obeys the radiation damping
equation `a' = -k sin a` at all times. -/
def IsRadiationDamped (k : ℝ) (a : ℝ → ℝ) : Prop :=
  ∀ t, HasDerivAt a (-k * sin (a t)) t

/-- The time `t₀` with `exp (k t₀) = tan (θ / 2)`, for a rate `k ≠ 0` and an initial
angle `0 < θ < π`. -/
noncomputable def peakTime (k θ : ℝ) : ℝ := log (tan (θ / 2)) / k

/-- If the angle `a` obeys the radiation damping equation with rate `k`, then the transverse
component `sin a` and the longitudinal component `cos a` of a unit magnetisation obey the Bloch
equations `m_x' = -k m_x m_z` and `m_z' = k m_x²`. -/
theorem bloch_equations {k : ℝ} {a : ℝ → ℝ} (h : IsRadiationDamped k a) (t : ℝ) :
    HasDerivAt (fun s => sin (a s)) (-k * sin (a t) * cos (a t)) t ∧
    HasDerivAt (fun s => cos (a s)) (k * sin (a t) ^ 2) t :=
  ⟨(h t).sin.congr_deriv (by ring), (h t).cos.congr_deriv (by ring)⟩

/-- Half-angle law without division: for every solution `a` of the radiation damping equation, with
any initial angle and any real `k`, `sin (a/2) cos (a(0)/2) = sin (a(0)/2) exp (-kt) cos (a/2)`. -/
theorem half_angle_law {k : ℝ} {a : ℝ → ℝ} (h : IsRadiationDamped k a) (t : ℝ) :
    sin (a t / 2) * cos (a 0 / 2) = sin (a 0 / 2) * exp (-k * t) * cos (a t / 2) := by
  -- `F` is the defect of the law
  obtain ⟨F, hF⟩ : ∃ F : ℝ → ℝ, ∀ s, F s = sin (a s / 2) * cos (a 0 / 2)
      - sin (a 0 / 2) * exp (-k * s) * cos (a s / 2) := ⟨_, fun _ => rfl⟩
  have he : ∀ c s : ℝ, HasDerivAt (fun x => exp (c * x)) (exp (c * s) * c) s := fun c s =>
    (((hasDerivAt_id' s).const_mul c).exp).congr_deriv (by ring)
  -- the defect obeys a linear homogeneous equation
  have hd : ∀ s, HasDerivAt F (-k * cos (a s / 2) ^ 2 * F s) s := by
    intro s
    have ha := (h s).div_const 2
    have h2 : sin (a s) = 2 * sin (a s / 2) * cos (a s / 2) := by
      rw [← sin_two_mul]
      congr 1
      ring
    have hF' := funext hF
    rw [hF s, hF']
    refine ((ha.sin.mul_const _).fun_sub
      (((he (-k) s).const_mul _).fun_mul ha.cos)).congr_deriv ?_
    simp only [h2]
    linear_combination (-k * sin (a 0 / 2) * exp (-k * s) * cos (a s / 2)) *
      sin_sq_add_cos_sq (a s / 2)
  have hg : ∀ c s : ℝ, HasDerivAt (fun x => F x * F x * exp (c * x))
      ((c - 2 * (k * cos (a s / 2) ^ 2)) * (F s * F s * exp (c * s))) s := fun c s =>
    (((hd s).fun_mul (hd s)).fun_mul (he c s)).congr_deriv (by ring)
  have hb : ∀ s, |k * cos (a s / 2) ^ 2| ≤ |k| := by
    intro s
    rw [abs_mul, abs_of_nonneg (sq_nonneg (cos (a s / 2)))]
    exact mul_le_of_le_one_right (abs_nonneg k) (cos_sq_le_one _)
  have hp : ∀ c s : ℝ, 0 ≤ F s * F s * exp (c * s) := fun c s =>
    mul_nonneg (mul_self_nonneg _) (exp_pos _).le
  have F0 : F 0 = 0 := by
    rw [hF]
    simp
  -- a weighted square of the defect is monotone, so it vanishes on both sides of `0`
  have hle : ∃ c : ℝ, F t * F t * exp (c * t) ≤ 0 := by
    rcases le_total 0 t with ht | ht
    · have hm : Antitone (fun x => F x * F x * exp (-(2 * |k|) * x)) :=
        antitone_of_deriv_nonpos (fun s => (hg _ s).differentiableAt) (fun s => by
          rw [(hg _ s).deriv]
          exact mul_nonpos_iff.2 (Or.inr ⟨by linarith [(abs_le.1 (hb s)).1], hp _ s⟩))
      have h1 := hm ht
      simp only [F0, zero_mul] at h1
      exact ⟨_, h1⟩
    · have hm : Monotone (fun x => F x * F x * exp ((2 * |k|) * x)) :=
        monotone_of_deriv_nonneg (fun s => (hg _ s).differentiableAt) (fun s => by
          rw [(hg _ s).deriv]
          exact mul_nonneg (by linarith [(abs_le.1 (hb s)).2]) (hp _ s))
      have h1 := hm ht
      simp only [F0, zero_mul] at h1
      exact ⟨_, h1⟩
  obtain ⟨c, hc⟩ := hle
  have hz : F t = 0 := by
    by_contra hne
    exact absurd hc (not_le_of_gt (mul_pos (mul_self_pos.2 hne) (exp_pos _)))
  rw [hF] at hz
  linarith

/-- A solution of the radiation damping equation that starts strictly between `0` and `π` stays
there at all times. -/
theorem stays_between_poles {k : ℝ} {a : ℝ → ℝ} (h : IsRadiationDamped k a)
    (h0 : a 0 ∈ Set.Ioo 0 π) (t : ℝ) : a t ∈ Set.Ioo 0 π := by
  have hc0 : 0 < cos (a 0 / 2) :=
    cos_pos_of_mem_Ioo ⟨by linarith [h0.1, pi_pos], by linarith [h0.2]⟩
  have hs0 : 0 < sin (a 0 / 2) :=
    sin_pos_of_pos_of_lt_pi (by linarith [h0.1]) (by linarith [h0.2, pi_pos])
  -- the half-angle law forbids `sin a = 0`
  have hs : ∀ s, sin (a s) ≠ 0 := by
    intro s hz
    have hl := half_angle_law h s
    have h1 := sin_sq_add_cos_sq (a s / 2)
    have h2 : sin (a s) = 2 * sin (a s / 2) * cos (a s / 2) := by
      rw [← sin_two_mul]
      congr 1
      ring
    have h3 : sin (a s / 2) = 0 ∨ cos (a s / 2) = 0 :=
      mul_eq_zero.1 (by linarith)
    rcases h3 with h3 | h3
    · rw [h3, zero_mul] at hl
      have h4 := (mul_eq_zero.1 hl.symm).resolve_left (mul_pos hs0 (exp_pos _)).ne'
      norm_num [h3, h4] at h1
    · rw [h3, mul_zero] at hl
      have h4 := (mul_eq_zero.1 hl).resolve_right hc0.ne'
      norm_num [h3, h4] at h1
  have hc : Continuous a := continuous_iff_continuousAt.2 fun s => (h s).continuousAt
  -- leaving the interval would mean crossing a pole
  constructor
  · by_contra hn
    obtain ⟨s, e⟩ := mem_range_of_exists_le_of_exists_ge hc ⟨t, not_lt.1 hn⟩ ⟨0, h0.1.le⟩
    exact hs s (by rw [e, sin_zero])
  · by_contra hn
    obtain ⟨s, e⟩ := mem_range_of_exists_le_of_exists_ge hc ⟨0, h0.2.le⟩ ⟨t, not_lt.1 hn⟩
    exact hs s (by rw [e, sin_pi])

/-- For a solution `a` of the radiation damping equation with initial angle strictly between `0` and
`π`, the tangent of the half angle is `tan (a(0)/2) exp (-kt)`. -/
theorem tan_half_angle {k : ℝ} {a : ℝ → ℝ} (h : IsRadiationDamped k a)
    (h0 : a 0 ∈ Set.Ioo 0 π) (t : ℝ) :
    tan (a t / 2) = tan (a 0 / 2) * exp (-k * t) := by
  have hc : ∀ s, cos (a s / 2) ≠ 0 := fun s => by
    have hs := stays_between_poles h h0 s
    exact (cos_pos_of_mem_Ioo ⟨by linarith [hs.1, pi_pos], by linarith [hs.2]⟩).ne'
  rw [tan_eq_sin_div_cos, tan_eq_sin_div_cos, div_mul_eq_mul_div,
    div_eq_div_iff (hc t) (hc 0)]
  exact half_angle_law h t

/-- The sine of a doubled arctangent. -/
theorem sin_two_arctan (u : ℝ) : sin (2 * arctan u) = 2 * u / (1 + u ^ 2) := by
  have h1 : sin (arctan u) = u * cos (arctan u) := by
    rw [sin_arctan, cos_arctan]
    ring
  rw [sin_two_mul, h1]
  linear_combination 2 * u * cos_sq_arctan u

/-- For `0 < θ < π`, the damping equation with initial angle `θ` has exactly one solution,
`a(t) = 2 arctan (tan (θ/2) exp (-kt))`. -/
theorem damped_iff_explicit {k θ : ℝ} {a : ℝ → ℝ} (hθ : θ ∈ Set.Ioo 0 π) :
    (IsRadiationDamped k a ∧ a 0 = θ) ↔
      a = fun t => 2 * arctan (tan (θ / 2) * exp (-k * t)) := by
  constructor
  · rintro ⟨h, rfl⟩
    funext t
    have ht := stays_between_poles h hθ t
    rw [← tan_half_angle h hθ t,
      arctan_tan (by linarith [ht.1, pi_pos]) (by linarith [ht.2])]
    ring
  · rintro rfl
    refine ⟨fun t => ?_, ?_⟩
    · have he := (((hasDerivAt_id' t).const_mul (-k)).exp).const_mul (tan (θ / 2))
      refine (he.arctan.const_mul 2).congr_deriv ?_
      simp only [sin_two_arctan]
      ring
    · simp only [mul_zero, exp_zero, mul_one]
      rw [arctan_tan (by linarith [hθ.1, pi_pos]) (by linarith [hθ.2])]
      ring

/-- Radiation damping with `k > 0` and `0 < a(0) < π`: the angle stays in `(0, π)`, its
half-angle tangent decays exponentially, and the transverse and longitudinal components
are `1 / cosh (k (t - t₀))` and `tanh (k (t - t₀))`, with `t₀` the peak time. -/
theorem radiation_damping {k : ℝ} {a : ℝ → ℝ} (hk : 0 < k) (h : IsRadiationDamped k a)
    (h0 : a 0 ∈ Set.Ioo 0 π) (t : ℝ) :
    a t ∈ Set.Ioo 0 π ∧ tan (a t / 2) = tan (a 0 / 2) * exp (-k * t) ∧
    sin (a t) = 1 / cosh (k * (t - peakTime k (a 0))) ∧
    cos (a t) = tanh (k * (t - peakTime k (a 0))) := by
  refine ⟨stays_between_poles h h0 t, tan_half_angle h h0 t, ?_⟩
  have hT : 0 < tan (a 0 / 2) :=
    tan_pos_of_pos_of_lt_pi_div_two (by linarith [h0.1]) (by linarith [h0.2])
  have hp : k * peakTime k (a 0) = log (tan (a 0 / 2)) := by
    unfold peakTime
    exact mul_div_cancel₀ _ hk.ne'
  -- absorb the initial angle into a shift of time
  have ha : a t = 2 * arctan (exp (-(k * (t - peakTime k (a 0))))) := by
    have e : -(k * (t - peakTime k (a 0))) = log (tan (a 0 / 2)) + -k * t := by
      linear_combination hp
    rw [e, exp_add, exp_log hT]
    exact congrFun ((damped_iff_explicit h0).1 ⟨h, rfl⟩) t
  rw [ha]
  generalize k * (t - peakTime k (a 0)) = x
  have hE : exp x * exp (-x) = 1 := by
    rw [← exp_add, add_neg_cancel, exp_zero]
  have hw : 1 + exp (-x) ^ 2 ≠ 0 := by positivity
  have hch : (exp x + exp (-x)) / 2 ≠ 0 := by positivity
  constructor
  · rw [sin_two_arctan, cosh_eq, div_eq_div_iff hw hch]
    linear_combination hE
  · have h1 : 2 * (1 / (1 + exp (-x) ^ 2)) - 1
        = (1 - exp (-x) ^ 2) / (1 + exp (-x) ^ 2) := by
      rw [eq_div_iff hw, sub_mul, mul_assoc, one_div_mul_cancel hw]
      ring
    rw [cos_two_mul, cos_sq_arctan, h1, tanh_eq_sinh_div_cosh, sinh_eq, cosh_eq,
      div_eq_div_iff hw hch]
    linear_combination (-exp (-x)) * hE

/-- For a solution `a` of the radiation damping equation with `k > 0` and `0 < a(0) < π`, the
magnetisation is fully transverse exactly at the peak time, and the peak time is positive exactly
when the initial angle exceeds `π/2`. -/
theorem transverse_peak {k : ℝ} {a : ℝ → ℝ} (hk : 0 < k) (h : IsRadiationDamped k a)
    (h0 : a 0 ∈ Set.Ioo 0 π) :
    (∀ t, sin (a t) = 1 ↔ t = peakTime k (a 0)) ∧
    (0 < peakTime k (a 0) ↔ π / 2 < a 0) := by
  constructor
  · intro t
    rw [(radiation_damping hk h h0 t).2.2.1]
    constructor
    · intro hs
      by_contra hne
      have hx := mul_ne_zero hk.ne' (sub_ne_zero.2 hne)
      have hlt := (div_lt_one (cosh_pos _)).2 (one_lt_cosh.2 hx)
      linarith
    · intro e
      rw [← e, sub_self, mul_zero, cosh_zero, div_one]
  · -- the sign of the initial longitudinal component decides
    have hc := (radiation_damping hk h h0 0).2.2.2
    rw [tanh_eq_sinh_div_cosh] at hc
    constructor
    · intro hp
      by_contra hn
      have h1 := cos_nonneg_of_neg_pi_div_two_le_of_le
        (by linarith [h0.1, pi_pos]) (not_lt.1 hn)
      have h2 := div_neg_of_neg_of_pos (sinh_neg_iff.2
        (mul_neg_of_pos_of_neg hk (by linarith : 0 - peakTime k (a 0) < 0)))
        (cosh_pos (k * (0 - peakTime k (a 0))))
      linarith
    · intro hp
      by_contra hn
      have h1 := cos_neg_of_pi_div_two_lt_of_lt hp (by linarith [h0.2, pi_pos])
      have h2 := div_nonneg (sinh_nonneg_iff.2
        (mul_nonneg hk.le (by linarith : 0 ≤ 0 - peakTime k (a 0))))
        (cosh_pos (k * (0 - peakTime k (a 0)))).le
      linarith

end RadiationDamping
```

```lean
#print axioms RadiationDamping.bloch_equations
#print axioms RadiationDamping.radiation_damping
#print axioms RadiationDamping.transverse_peak
```

```
'RadiationDamping.bloch_equations' depends on axioms: [propext, Classical.choice, Quot.sound]
'RadiationDamping.radiation_damping' depends on axioms: [propext, Classical.choice, Quot.sound]
'RadiationDamping.transverse_peak' depends on axioms: [propext, Classical.choice, Quot.sound]
```

### From the defect to the sech profile in Lean

`half_angle_law` carries the main argument. Its `F` is the defect defined above, and `hd` is the equation $F'=-kc^2F$, where `linear_combination` supplies $s^2+c^2=1$. The fact `hg` differentiates $F^2e^{\lambda t}$, with Lean's `c` in the role of $\lambda$, and `hb` bounds $|kc^2|$ by $|k|$. The split `le_total 0 t` separates later from earlier times: the weighted square is antitone in the first case and monotone in the second.

`stays_between_poles` first shows `sin (a s) ≠ 0` through the two cases $s=0$ and $c=0$. It then uses the intermediate value theorem, in the form `mem_range_of_exists_le_of_exists_ge`: an angle outside the interval would have to pass through $0$ or $\pi$ on the way.

`tan_half_angle` divides by the two cosines, now known to be nonzero. In `damped_iff_explicit`, one direction inverts the tangent with `arctan_tan`, which needs the half angle to lie within $(-\pi/2,\pi/2)$. The other direction differentiates the formula and recognises the sine through `sin_two_arctan`.

In `radiation_damping`, the step `ha` absorbs the initial angle into the time shift, giving $a=2\arctan(e^{-x})$. After `generalize` has named $x$, both profiles reduce to algebra with $e^xe^{-x}=1$. `transverse_peak` uses $\cosh x>1$ for $x\ne0$, and reads the sign of $t_0$ from the longitudinal component at $t=0$.

### A reference curve for a Bloch simulation

A program that integrates the Bloch equations with a radiation damping term can be tested against these formulas in the limit of no relaxation and no offset. Start from $(m_x,m_y,m_z)=(\sin\theta,0,\cos\theta)$, with the phase of the damping field chosen so that $m_y$ stays zero, and compare the output with $1/\cosh(k(t-t_0))$ and $\tanh(k(t-t_0))$. The computed $m_x^2+m_z^2$ should also stay at 1 to within the integration error.

For a pulse of $170^\circ$, $\tan85^\circ\approx11.43$, so the signal should peak at $t_0\approx2.44/k$. Close to inversion, $t_0\approx\ln(2/(\pi-\theta))/k$, with $\theta$ in radians, so a small error in the pulse angle shifts the peak noticeably. If the program simulates the pulse as well, take $\theta$ from the magnetisation at the end of the pulse, not from the nominal pulse angle, and count $t$ from that moment.
